# Non-degeneracy of decaying solutions of $\psi'' = q\psi$ on the line

A shooting calculation for a one-dimensional bound state can integrate inward from large $x$, starting on a decaying solution of arbitrary amplitude, and match logarithmic derivatives. This treats the decaying solution at a given energy as unique up to a factor, which is proved here for one particle and real, twice differentiable solutions on the whole line that tend to zero as $x \to +\infty$ and have bounded slope for large $x$, provided the potential is continuous or one of the two solutions has no zero. With mass $m$, potential $V$ and energy $\varepsilon$, the stationary Schrödinger equation reads $\psi'' = q\psi$ with $q = 2m(V - \varepsilon)/\hbar^2$, so equal energies mean equal $q$.

In Lean 4 with Mathlib:

```lean
import Mathlib

open Filter Topology

namespace WronskianNondegeneracy

noncomputable section
```

## Model

`IsSolution q ψ ψ'` carries the slope as a second function: $\psi$ has derivative $\psi'$ and $\psi'$ has derivative $q\psi$ at every real $x$. Delta potentials, hard walls and half-line radial problems are not covered. Neither are potentials with finite steps such as the finite square well: a derivative cannot have a jump discontinuity, so $q$ cannot jump at a point where $\psi \ne 0$.

```lean
/-- `ψ` with slope `ψ'` solves the stationary equation `ψ'' = q ψ` on the whole line. -/
structure IsSolution (q ψ ψ' : ℝ → ℝ) : Prop where
  /-- `ψ'` is the derivative of `ψ`. -/
  d1 : ∀ x, HasDerivAt ψ (ψ' x) x
  /-- The derivative of `ψ'` is `q ψ`. -/
  d2 : ∀ x, HasDerivAt ψ' (q x * ψ x) x
```

The Wronskian is $W = uv' - u'v$.

```lean
/-- The Wronskian `u v' - u' v` of two functions with slopes `u'` and `v'`. -/
def wronskian (u u' v v' : ℝ → ℝ) (x : ℝ) : ℝ := u x * v' x - u' x * v x
```

`Decays ψ ψ'` says $\psi \to 0$ as $x \to +\infty$, with $|\psi'|$ bounded for large $x$. It is assumed, not derived from normalisability, and nothing is required at $-\infty$.

```lean
/-- Decay at plus infinity: `ψ` tends to zero and its slope `ψ'` is eventually bounded. -/
structure Decays (ψ ψ' : ℝ → ℝ) : Prop where
  /-- The function tends to zero. -/
  lim : Tendsto ψ atTop (𝓝 0)
  /-- The slope is bounded for all large arguments. -/
  bdd : ∃ M : ℝ, ∀ᶠ x in atTop, |ψ' x| ≤ M
```

The examples use $g = e^{-x^2/2}$ and $xg$, unnormalised; the normalised functions are $\pi^{-1/4}g$ and $\sqrt2\,\pi^{-1/4}xg$.

```lean
/-- The Gaussian `exp (-x² / 2)`. -/
def gaussian (x : ℝ) : ℝ := Real.exp (-x ^ 2 / 2)

/-- The function `x exp (-x² / 2)`. -/
def xGaussian (x : ℝ) : ℝ := x * gaussian x
```

## The Wronskian vanishes

Let $u'' = q_1u$ and $v'' = q_2v$. The product rule (`fun_mul`, `fun_sub`) gives
$$W' = u'v' + uv'' - u''v - u'v' = (q_2 - q_1)\,uv,$$
and `ring` performs the cancellation.

```lean
/-- For solutions `u` of `ψ'' = q₁ ψ` and `v` of `ψ'' = q₂ ψ` the Wronskian has derivative
`(q₂ - q₁) u v`. -/
theorem wronskian_hasDerivAt {q₁ q₂ u u' v v' : ℝ → ℝ} (hu : IsSolution q₁ u u')
    (hv : IsSolution q₂ v v') (x : ℝ) :
    HasDerivAt (wronskian u u' v v') ((q₂ x - q₁ x) * (u x * v x)) x := by
  have h := ((hu.d1 x).fun_mul (hv.d2 x)).fun_sub ((hu.d2 x).fun_mul (hv.d1 x))
  -- the terms u' v' cancel
  have h2 : HasDerivAt (fun y => u y * v' y - u' y * v y) ((q₂ x - q₁ x) * (u x * v x)) x :=
    h.congr_deriv (by ring)
  exact h2
```

For a common $q$, $W' = 0$, so $W$ is constant.

```lean
/-- The Wronskian of two solutions of the same equation `ψ'' = q ψ` is constant. -/
theorem wronskian_const {q u u' v v' : ℝ → ℝ} (hu : IsSolution q u u')
    (hv : IsSolution q v v') (x y : ℝ) : wronskian u u' v v' x = wronskian u u' v v' y := by
  have h : ∀ z, HasDerivAt (wronskian u u' v v') 0 z :=
    fun z => (wronskian_hasDerivAt hu hv z).congr_deriv (by ring)
  exact is_const_of_deriv_eq_zero (fun z => (h z).differentiableAt) (fun z => (h z).deriv) x y
```

If $\psi$ and $\psi'$ both tend to zero, then $|\psi'| \le 1$ eventually, so `Decays` holds.

```lean
/-- If `ψ` and `ψ'` both tend to zero at plus infinity, the decay condition holds. -/
theorem decays_of_tendsto {ψ ψ' : ℝ → ℝ} (h : Tendsto ψ atTop (𝓝 0))
    (h' : Tendsto ψ' atTop (𝓝 0)) : Decays ψ ψ' := by
  refine ⟨h, 1, ?_⟩
  filter_upwards [Metric.tendsto_nhds.1 h' 1 one_pos] with x hx
  rw [Real.dist_eq, sub_zero] at hx
  exact hx.le
```

Let $|u'| \le M$ and $|v'| \le N$ for large $x$. Then
$$|W| \le |u||v'| + |u'||v| \le |u|N + M|v| \to 0 .$$
The `calc` chain is this bound and `squeeze_zero_norm'` takes the limit. A constant equals its own limit (`tendsto_nhds_unique`), so $W \equiv 0$.

```lean
/-- The Wronskian of two solutions of `ψ'' = q ψ` that decay at plus infinity vanishes
identically. -/
theorem wronskian_eq_zero {q u u' v v' : ℝ → ℝ} (hu : IsSolution q u u')
    (hv : IsSolution q v v') (du : Decays u u') (dv : Decays v v') (x : ℝ) :
    wronskian u u' v v' x = 0 := by
  obtain ⟨M, hM⟩ := du.bdd
  obtain ⟨N, hN⟩ := dv.bdd
  -- |W| ≤ |u| N + M |v|, which tends to zero
  have hlim : Tendsto (wronskian u u' v v') atTop (𝓝 0) := by
    have hg : Tendsto (fun y => |u y| * N + M * |v y|) atTop (𝓝 0) := by
      have h := (du.lim.abs.mul_const N).add (dv.lim.abs.const_mul M)
      simpa only [abs_zero, zero_mul, mul_zero, add_zero] using h
    refine squeeze_zero_norm' ?_ hg
    filter_upwards [hM, hN] with y hy1 hy2
    rw [Real.norm_eq_abs]
    calc |wronskian u u' v v' y| = |u y * v' y - u' y * v y| := rfl
      _ ≤ |u y * v' y| + |u' y * v y| := abs_sub _ _
      _ = |u y| * |v' y| + |u' y| * |v y| := by rw [abs_mul, abs_mul]
      _ ≤ |u y| * N + M * |v y| :=
        add_le_add (mul_le_mul_of_nonneg_left hy2 (abs_nonneg _))
          (mul_le_mul_of_nonneg_right hy1 (abs_nonneg _))
  -- a constant equals its limit
  have h0 : Tendsto (fun _ : ℝ => wronskian u u' v v' x) atTop (𝓝 (wronskian u u' v v' x)) :=
    tendsto_const_nhds
  have h1 : Tendsto (wronskian u u' v v') atTop (𝓝 (wronskian u u' v v' x)) :=
    h0.congr (fun y => wronskian_const hu hv x y)
  exact tendsto_nhds_unique h1 hlim
```

## Proportionality without nodes

If $u$ has no zero, then $(v/u)' = (v'u - vu')/u^2 = W/u^2 = 0$, so $v/u$ equals $c = v(0)/u(0)$ everywhere. The differential equation is not used.

```lean
/-- If two differentiable functions have vanishing Wronskian and `u` has no zero, then `v` is a
constant multiple of `u`. -/
theorem proportional_of_wronskian_eq_zero {u u' v v' : ℝ → ℝ}
    (hu : ∀ x, HasDerivAt u (u' x) x) (hv : ∀ x, HasDerivAt v (v' x) x)
    (hW : ∀ x, wronskian u u' v v' x = 0) (hne : ∀ x, u x ≠ 0) :
    ∃ c : ℝ, ∀ x, v x = c * u x := by
  -- (v / u)' = W / u² = 0
  have h : ∀ z, HasDerivAt (fun y => v y / u y) 0 z := fun z => by
    refine ((hv z).fun_div (hu z) (hne z)).congr_deriv ?_
    have hz : u z * v' z - u' z * v z = 0 := hW z
    exact div_eq_zero_iff.2 (Or.inl (by linear_combination hz))
  refine ⟨v 0 / u 0, fun x => ?_⟩
  have hc : v x / u x = v 0 / u 0 :=
    is_const_of_deriv_eq_zero (fun z => (h z).differentiableAt) (fun z => (h z).deriv) x 0
  exact (div_eq_iff (hne x)).1 hc
```

Combined, `nondegeneracy` states: for any function $q$, with no regularity assumed explicitly (although a nodeless solution in the sense of `IsSolution` already rules out jumps of $q$), if $u$ and $v$ are real solutions decaying at $+\infty$ and $u$ has no zero, then $W$ vanishes everywhere and $v = cu$ for some real $c$. The case $v = 0$, $c = 0$ is included.

```lean
/-- Non-degeneracy: if `u` and `v` solve `ψ'' = q ψ`, both decay at plus infinity and `u` has no
zero, then their Wronskian vanishes identically and `v = c u` for a constant `c`. -/
theorem nondegeneracy {q u u' v v' : ℝ → ℝ} (hu : IsSolution q u u') (hv : IsSolution q v v')
    (du : Decays u u') (dv : Decays v v') (hne : ∀ x, u x ≠ 0) :
    (∀ x, wronskian u u' v v' x = 0) ∧ ∃ c : ℝ, ∀ x, v x = c * u x :=
  ⟨wronskian_eq_zero hu hv du dv,
    proportional_of_wronskian_eq_zero hu.d1 hv.d1 (wronskian_eq_zero hu hv du dv) hne⟩
```

## Nodes allowed

At a zero of $u$ the quotient is undefined, and a uniqueness statement takes its place. Let $q$ be continuous and $w'' = qw$ with $w(x_0) = w'(x_0) = 0$. Put $E = w^2 + w'^2$. Then $E' = 2ww' + 2w'qw = (1+q)\,2ww'$ (`hE`), and $(w \pm w')^2 \ge 0$ gives $|2ww'| \le E$, hence $|E'| \le |1+q|E$ (`hb`). Continuity supplies $G(y) = \int_{x_0}^{y}|1+q|\,dt$ with $G' = |1+q|$, and
$$(Ee^{-G})' = (E' - |1+q|E)e^{-G} \le 0, \qquad (Ee^{G})' = (E' + |1+q|E)e^{G} \ge 0 .$$
Since $E(x_0) = 0$, the first gives $E(x) \le 0$ for $x \ge x_0$ and the second for $x \le x_0$; these are the two branches of `key`, where `D` stands for $E'$. Then $w(x)^2 \le E(x) \le 0$.

```lean
/-- For continuous `q`, a solution of `ψ'' = q ψ` whose value and slope vanish at one point is
zero everywhere. -/
theorem eq_zero_of_double_zero {q w w' : ℝ → ℝ} (hq : Continuous q) (hw : IsSolution q w w')
    (x₀ : ℝ) (h0 : w x₀ = 0) (h1 : w' x₀ = 0) (x : ℝ) : w x = 0 := by
  have h1q : Continuous fun t => 1 + q t := by fun_prop
  have ha : Continuous fun t => |1 + q t| := h1q.abs
  -- a primitive G of |1 + q|
  obtain ⟨G, hG⟩ : ∃ G : ℝ → ℝ, ∀ y, HasDerivAt G (|1 + q y|) y := by
    refine ⟨fun y => ∫ t in x₀..y, |1 + q t|, fun y => ?_⟩
    exact (ha.integral_hasStrictDerivAt x₀ y).hasDerivAt
  -- if |E'| ≤ |1 + q| E, then E exp (-G) does not increase and E exp G does not decrease
  have key : ∀ E D : ℝ → ℝ, (∀ y, HasDerivAt E (D y) y) → (∀ y, |D y| ≤ |1 + q y| * E y) →
      E x₀ = 0 → E x ≤ 0 := by
    intro E D hE hb hE0
    rcases le_total x₀ x with hx | hx
    · have hF : ∀ y, HasDerivAt (fun t => E t * Real.exp (-G t))
          ((D y - |1 + q y| * E y) * Real.exp (-G y)) y :=
        fun y => ((hE y).fun_mul (hG y).fun_neg.exp).congr_deriv (by ring)
      have hanti : Antitone (fun t => E t * Real.exp (-G t)) := by
        refine antitone_of_deriv_nonpos (fun y => (hF y).differentiableAt) (fun y => ?_)
        rw [(hF y).deriv]
        exact mul_nonpos_iff.2
          (Or.inr ⟨by linarith [(abs_le.1 (hb y)).2], (Real.exp_pos _).le⟩)
      have h : E x * Real.exp (-G x) ≤ E x₀ * Real.exp (-G x₀) := hanti hx
      rw [hE0, zero_mul] at h
      by_contra hc
      have hp := mul_pos (not_le.1 hc) (Real.exp_pos (-G x))
      linarith
    · have hF : ∀ y, HasDerivAt (fun t => E t * Real.exp (G t))
          ((D y + |1 + q y| * E y) * Real.exp (G y)) y :=
        fun y => ((hE y).fun_mul (hG y).exp).congr_deriv (by ring)
      have hmono : Monotone (fun t => E t * Real.exp (G t)) := by
        refine monotone_of_deriv_nonneg (fun y => (hF y).differentiableAt) (fun y => ?_)
        rw [(hF y).deriv]
        exact mul_nonneg (by linarith [(abs_le.1 (hb y)).1]) (Real.exp_pos _).le
      have h : E x * Real.exp (G x) ≤ E x₀ * Real.exp (G x₀) := hmono hx
      rw [hE0, zero_mul] at h
      by_contra hc
      have hp := mul_pos (not_le.1 hc) (Real.exp_pos (G x))
      linarith
  -- apply this to E = w² + w'²
  have hE : ∀ y, HasDerivAt (fun t => w t * w t + w' t * w' t)
      ((1 + q y) * (2 * (w y * w' y))) y :=
    fun y => (((hw.d1 y).fun_mul (hw.d1 y)).fun_add
      ((hw.d2 y).fun_mul (hw.d2 y))).congr_deriv (by ring)
  have hb : ∀ y, |(1 + q y) * (2 * (w y * w' y))| ≤ |1 + q y| * (w y * w y + w' y * w' y) := by
    intro y
    have h2 : |2 * (w y * w' y)| ≤ w y * w y + w' y * w' y :=
      abs_le.2 ⟨by nlinarith [sq_nonneg (w y + w' y)], by nlinarith [sq_nonneg (w y - w' y)]⟩
    rw [abs_mul]
    exact mul_le_mul_of_nonneg_left h2 (abs_nonneg _)
  have hE0 : w x₀ * w x₀ + w' x₀ * w' x₀ = 0 := by
    rw [h0, h1]
    ring
  have h : w x * w x + w' x * w' x ≤ 0 :=
    key (fun t => w t * w t + w' t * w' t) (fun y => (1 + q y) * (2 * (w y * w' y))) hE hb hE0
  have hsq : w x * w x = 0 :=
    le_antisymm (by linarith [mul_self_nonneg (w' x)]) (mul_self_nonneg _)
  exact mul_self_eq_zero.1 hsq
```

Suppose $u(x_0) \ne 0$ at one point. Set $c = v(x_0)/u(x_0)$ and $w = v - cu$, again a solution, with $w(x_0) = 0$. At $x_0$, $uw' = W + u'(v - cu) = 0$ (the `linear_combination` step), so $w'(x_0) = 0$ and $w \equiv 0$. So `nondegeneracy_with_nodes` says: for continuous $q$, two decaying real solutions obey $v = (v(x_0)/u(x_0))\,u$ everywhere.

```lean
/-- Non-degeneracy with nodes allowed: for continuous `q`, if `u` and `v` solve `ψ'' = q ψ`, both
decay at plus infinity and `u x₀ ≠ 0`, then `v = (v x₀ / u x₀) u` everywhere. -/
theorem nondegeneracy_with_nodes {q u u' v v' : ℝ → ℝ} (hq : Continuous q)
    (hu : IsSolution q u u') (hv : IsSolution q v v') (du : Decays u u') (dv : Decays v v')
    (x₀ : ℝ) (hx₀ : u x₀ ≠ 0) (x : ℝ) : v x = v x₀ / u x₀ * u x := by
  obtain ⟨c, hc⟩ : ∃ c : ℝ, c = v x₀ / u x₀ := ⟨_, rfl⟩
  have hcu : v x₀ = c * u x₀ := (div_eq_iff hx₀).1 hc.symm
  rw [← hc]
  -- w = v - c u is again a solution
  have hd1 : ∀ y, HasDerivAt (fun t => v t - c * u t) (v' y - c * u' y) y :=
    fun y => (hv.d1 y).fun_sub ((hu.d1 y).const_mul c)
  have hd2 : ∀ y, HasDerivAt (fun t => v' t - c * u' t) (q y * (v y - c * u y)) y :=
    fun y => ((hv.d2 y).fun_sub ((hu.d2 y).const_mul c)).congr_deriv (by ring)
  have hw : IsSolution q (fun t => v t - c * u t) (fun t => v' t - c * u' t) := ⟨hd1, hd2⟩
  -- its value vanishes at x₀, and so does its slope W / u
  have hW : u x₀ * v' x₀ - u' x₀ * v x₀ = 0 := wronskian_eq_zero hu hv du dv x₀
  have h0 : v x₀ - c * u x₀ = 0 := sub_eq_zero.2 hcu
  have h1 : v' x₀ - c * u' x₀ = 0 := by
    apply mul_left_cancel₀ hx₀
    linear_combination hW + u' x₀ * hcu
  have h : v x - c * u x = 0 := eq_zero_of_double_zero hq hw x₀ h0 h1 x
  exact sub_eq_zero.1 h
```

## Examples

The chain rule gives $g' = -xg$. For $x \ge 2$, $x^2/2 \ge x$, so $0 \le x^ng \le x^ne^{-x} \to 0$ for every natural number $n$.

```lean
/-- The Gaussian `g` has derivative `-x g`, and `xⁿ g` tends to zero at plus infinity for
every `n`. -/
theorem gaussian_deriv_and_decay :
    (∀ x, HasDerivAt gaussian (-x * gaussian x) x) ∧
      ∀ n : ℕ, Tendsto (fun x : ℝ => x ^ n * gaussian x) atTop (𝓝 0) := by
  constructor
  · intro x
    have h : HasDerivAt (fun y : ℝ => -y ^ 2 / 2) (-x) x := by
      have e : (fun y : ℝ => -y ^ 2 / 2) = fun y : ℝ => -(y * y) / 2 := by
        funext y
        ring
      rw [e]
      exact (((hasDerivAt_id' x).fun_mul (hasDerivAt_id' x)).fun_neg.div_const 2).congr_deriv
        (by ring)
    have h2 : HasDerivAt (fun y : ℝ => Real.exp (-y ^ 2 / 2)) (-x * Real.exp (-x ^ 2 / 2)) x :=
      h.exp.congr_deriv (mul_comm _ _)
    exact h2
  · intro n
    -- compare with xⁿ exp (-x) for x ≥ 2
    refine squeeze_zero' ?_ ?_ (Real.tendsto_pow_mul_exp_neg_atTop_nhds_zero n)
    · filter_upwards [eventually_ge_atTop (0 : ℝ)] with x hx
      exact mul_nonneg (pow_nonneg hx n) (Real.exp_pos _).le
    · filter_upwards [eventually_ge_atTop (2 : ℝ)] with x hx
      have h0 : 0 ≤ x := by linarith
      have h1 : -x ^ 2 / 2 ≤ -x := by nlinarith [mul_nonneg h0 (sub_nonneg.2 hx)]
      exact mul_le_mul_of_nonneg_left (Real.exp_le_exp.2 h1) (pow_nonneg h0 n)
```

For the oscillator $V = m\omega^2x^2/2$ in units $\hbar = m = \omega = 1$, $q = x^2 - 2\varepsilon$. From $g'' = -g + x^2g$, the nodeless $g$ solves the equation with $q = x^2 - 1$, that is $\varepsilon = 1/2$.

```lean
/-- The Gaussian solves `ψ'' = (x² - 1) ψ`, tends to zero at plus infinity together with its
slope, meets the decay condition and has no zero. -/
theorem nondegeneracy_witness :
    IsSolution (fun x => x ^ 2 - 1) gaussian (fun x => -x * gaussian x) ∧
      Tendsto gaussian atTop (𝓝 0) ∧ Tendsto (fun x => -x * gaussian x) atTop (𝓝 0) ∧
      Decays gaussian (fun x => -x * gaussian x) ∧ ∀ x, gaussian x ≠ 0 := by
  obtain ⟨hd, ht⟩ := gaussian_deriv_and_decay
  have hd2 : ∀ x : ℝ, HasDerivAt (fun y : ℝ => -y * gaussian y) ((x ^ 2 - 1) * gaussian x) x :=
    fun x => ((hasDerivAt_id' x).fun_neg.fun_mul (hd x)).congr_deriv (by ring)
  have t0 : Tendsto gaussian atTop (𝓝 0) := (ht 0).congr (fun x => by simp)
  have t1 : Tendsto (fun x : ℝ => -x * gaussian x) atTop (𝓝 0) := by
    have h := (ht 1).neg
    rw [neg_zero] at h
    exact h.congr (fun x => by simp)
  exact ⟨⟨hd, hd2⟩, t0, t1, decays_of_tendsto t0 t1, fun x => (Real.exp_pos _).ne'⟩
```

Likewise $(xg)' = (1 - x^2)g$ and $(xg)'' = -2xg - x(1-x^2)g = (x^2 - 3)\,xg$, that is $\varepsilon = 3/2$. The node at $0$ rules $xg$ out as $u$ in `nondegeneracy`, while `nondegeneracy_with_nodes` applies with $x_0 = 1$.

```lean
/-- The function `x exp (-x² / 2)` solves `ψ'' = (x² - 3) ψ` with continuous coefficient, meets
the decay condition, vanishes at `0` and does not vanish at `1`. -/
theorem nondegeneracy_with_nodes_witness :
    Continuous (fun x : ℝ => x ^ 2 - 3) ∧
      IsSolution (fun x => x ^ 2 - 3) xGaussian (fun x => (1 - x ^ 2) * gaussian x) ∧
      Decays xGaussian (fun x => (1 - x ^ 2) * gaussian x) ∧
      xGaussian 0 = 0 ∧ xGaussian 1 ≠ 0 := by
  obtain ⟨hd, ht⟩ := gaussian_deriv_and_decay
  have hp : ∀ x : ℝ, HasDerivAt (fun y : ℝ => 1 - y ^ 2) (-2 * x) x := by
    intro x
    have e : (fun y : ℝ => 1 - y ^ 2) = fun y : ℝ => 1 - y * y := by
      funext y
      ring
    rw [e]
    exact (((hasDerivAt_id' x).fun_mul (hasDerivAt_id' x)).const_sub 1).congr_deriv (by ring)
  have hd1 : ∀ x : ℝ, HasDerivAt (fun y : ℝ => y * gaussian y) ((1 - x ^ 2) * gaussian x) x :=
    fun x => ((hasDerivAt_id' x).fun_mul (hd x)).congr_deriv (by ring)
  have hd2 : ∀ x : ℝ, HasDerivAt (fun y : ℝ => (1 - y ^ 2) * gaussian y)
      ((x ^ 2 - 3) * (x * gaussian x)) x :=
    fun x => ((hp x).fun_mul (hd x)).congr_deriv (by ring)
  have t0 : Tendsto (fun x : ℝ => x * gaussian x) atTop (𝓝 0) :=
    (ht 1).congr (fun x => by simp)
  have t1 : Tendsto (fun x : ℝ => (1 - x ^ 2) * gaussian x) atTop (𝓝 0) := by
    have h := (ht 0).sub (ht 2)
    rw [sub_zero] at h
    refine h.congr (fun x => ?_)
    show x ^ 0 * gaussian x - x ^ 2 * gaussian x = (1 - x ^ 2) * gaussian x
    ring
  refine ⟨by fun_prop, ⟨hd1, hd2⟩, decays_of_tendsto t0 t1, ?_, ?_⟩
  · simp [xGaussian]
  · unfold xGaussian gaussian
    exact mul_ne_zero one_ne_zero (Real.exp_pos _).ne'
```

For $q = 1$, $u = e^{-x}$ decays and has no zero, and $v = e^{x}$ also solves the equation. Here $W = 1 + 1 = 2$, and $v = cu$ would need $c = 1$ at $x = 0$ and then $e = e^{-1}$ at $x = 1$. Decay of $u$ alone is therefore not enough.

```lean
/-- Both `exp (-x)` and `exp x` solve `ψ'' = ψ`, and the first decays at plus infinity and has no
zero, yet their Wronskian is `2` and `exp x` is not a constant multiple of `exp (-x)`. -/
theorem decay_of_both_needed :
    IsSolution (fun _ => 1) (fun x => Real.exp (-x)) (fun x => -Real.exp (-x)) ∧
      IsSolution (fun _ => 1) Real.exp Real.exp ∧
      Decays (fun x => Real.exp (-x)) (fun x => -Real.exp (-x)) ∧
      (∀ x : ℝ, Real.exp (-x) ≠ 0) ∧
      (∀ x, wronskian (fun x => Real.exp (-x)) (fun x => -Real.exp (-x))
        Real.exp Real.exp x = 2) ∧
      ¬ ∃ c : ℝ, ∀ x, Real.exp x = c * Real.exp (-x) := by
  have hd1 : ∀ x : ℝ, HasDerivAt (fun y : ℝ => Real.exp (-y)) (-Real.exp (-x)) x :=
    fun x => (hasDerivAt_id' x).fun_neg.exp.congr_deriv (by ring)
  have hd2 : ∀ x : ℝ, HasDerivAt (fun y : ℝ => -Real.exp (-y)) (1 * Real.exp (-x)) x :=
    fun x => (hd1 x).fun_neg.congr_deriv (by ring)
  have he2 : ∀ x : ℝ, HasDerivAt Real.exp (1 * Real.exp x) x :=
    fun x => (Real.hasDerivAt_exp x).congr_deriv (one_mul _).symm
  have t1 : Tendsto (fun x : ℝ => -Real.exp (-x)) atTop (𝓝 0) := by
    have h := Real.tendsto_exp_neg_atTop_nhds_zero.neg
    rw [neg_zero] at h
    exact h
  refine ⟨⟨hd1, hd2⟩, ⟨Real.hasDerivAt_exp, he2⟩,
    decays_of_tendsto Real.tendsto_exp_neg_atTop_nhds_zero t1,
    fun x => (Real.exp_pos _).ne', fun x => ?_, ?_⟩
  · have h : Real.exp (-x) * Real.exp x = 1 := by
      rw [← Real.exp_add]
      simp
    show Real.exp (-x) * Real.exp x - -Real.exp (-x) * Real.exp x = 2
    linear_combination 2 * h
  · rintro ⟨c, h⟩
    -- x = 0 forces c = 1, which fails at x = 1
    have h0 := h 0
    rw [neg_zero, Real.exp_zero, mul_one] at h0
    have h1 := h 1
    rw [← h0, one_mul] at h1
    have h2 := Real.exp_eq_exp.1 h1
    linarith

end

end WronskianNondegeneracy
```

```lean
#print axioms WronskianNondegeneracy.nondegeneracy
#print axioms WronskianNondegeneracy.nondegeneracy_with_nodes
#print axioms WronskianNondegeneracy.decay_of_both_needed
```

```
'WronskianNondegeneracy.nondegeneracy' depends on axioms: [propext, Classical.choice, Quot.sound]
'WronskianNondegeneracy.nondegeneracy_with_nodes' depends on axioms: [propext, Classical.choice, Quot.sound]
'WronskianNondegeneracy.decay_of_both_needed' depends on axioms: [propext, Classical.choice, Quot.sound]
```

## Remarks

The file does not check what follows.

Take $u = g$ and $v = xg$, which belong to different energies. At $x = 0$, $u = v' = 1$ and $u' = v = 0$, so $W = 1$. At $x = 1$, $u = v = -u' = e^{-1/2} \approx 0.607$ and $v' = 0$, so $W = e^{-1} \approx 0.368$. In general $W = e^{-x^2}$, and $W' = -2xe^{-x^2}$ agrees with $(q_2 - q_1)uv$ for $q_2 - q_1 = -2$.

For constant $q = \kappa^2$ with $\kappa > 0$, $u = e^{-\kappa x}$ and $v = Ae^{-\kappa x} + Be^{\kappa x}$ have $W = 2\kappa B$, and decay forces $B = 0$. At the threshold $\kappa = 0$ the solutions are $A + Bx$, and only the zero solution decays.

The boundary condition could instead have been square integrability of $u$, $u'$, $v$, $v'$. Then $W$ is integrable over the line, and an integrable constant is zero. That argument would replace the limit in `wronskian_eq_zero` and leave the other steps unchanged.
